# Griffiths' lemma: derivatives of convex pressures converge wherever the pointwise limit is differentiable

The order parameter is modelled here as the derivative of a thermodynamic function with respect to its conjugate field, not as an average over configurations. That function is the pressure \(F_N=(\log Z_N)/(\text{number of sites})\), with the inverse temperature absorbed into the field. With this sign it is convex, whereas the free energy is concave.

```lean
import Mathlib

open Filter Topology Set

namespace GriffithsLemma

noncomputable section

variable {S : Set ℝ} {F : ℕ → ℝ → ℝ} {f : ℝ → ℝ} {m : ℕ → ℝ} {x : ℝ}
```

`S` is the set of allowed fields, `F N` the pressure at size index \(N\), `f` its limit, `x` the field of interest and `m N` the order parameter there. Nothing is assumed about these objects yet.

## One-sided bounds that survive a first-order transition

```lean
/-- Let convex pressures converge pointwise on an open interval. For each number `c` above the right
derivative of the limit at a point, the order parameter there is below `c` for all sufficiently
large systems; how large may depend on `c`. -/
theorem eventually_lt_of_right_deriv (hS : IsOpen S) (hx : x ∈ S)
    (hF : ∀ N, ConvexOn ℝ S (F N))
    (hlim : ∀ y ∈ S, Tendsto (fun N => F N y) atTop (𝓝 (f y)))
    (hm : ∀ N, HasDerivAt (F N) (m N) x) {r c : ℝ}
    (hr : HasDerivWithinAt f r (Ioi x) x) (hc : r < c) :
    ∀ᶠ N in atTop, m N < c := by
  have hs : Tendsto (slope f x) (𝓝[>] x) (𝓝 r) :=
    (hasDerivWithinAt_iff_tendsto_slope' (by simp)).1 hr
  have hin : ∀ᶠ v in 𝓝[>] x, v ∈ S := mem_nhdsWithin_of_mem_nhds (hS.mem_nhds hx)
  have hgt : ∀ᶠ v in 𝓝[>] x, x < v := self_mem_nhdsWithin
  -- choose a forward secant of the limit whose slope is already below c
  obtain ⟨v, ⟨hv, hvS⟩, hxv⟩ := (((hs.eventually_lt_const hc).and hin).and hgt).exists
  have hconv : Tendsto (fun N => slope (F N) x v) atTop (𝓝 (slope f x v)) := by
    simp only [slope_def_field]
    exact ((hlim v hvS).sub (hlim x hx)).div_const _
  -- convexity puts the finite-size derivative below the finite-size secant slope
  filter_upwards [hconv.eventually_lt_const hv] with N hN
  exact ((hF N).le_slope_of_hasDerivAt hx hvS hxv (hm N)).trans_lt hN
```

The hypotheses say that \(S\) is open and contains \(x\), that each \(F_N\) is convex on \(S\) (which makes \(S\) an interval), that \(F_N(y)\to f(y)\) for every \(y\in S\), and that \(F_N'(x)=m_N\). Convergence of the pressure, the existence of a thermodynamic limit, is assumed and not derived. `HasDerivWithinAt f r (Ioi x) x` says that \(f\) has right derivative \(r\) at \(x\). The conclusion, with `∀ᶠ N in atTop`, reads "for all sufficiently large \(N\), \(m_N<c\)", for any \(c>r\).

By hand, choose \(v>x\) in \(S\) so close to \(x\) that the secant slope of \(f\) is below \(c\). Convexity and pointwise convergence give

\[
m_N\le\frac{F_N(v)-F_N(x)}{v-x}\longrightarrow\frac{f(v)-f(x)}{v-x}<c .
\]

Hence \(m_N<c\) for large \(N\). In Lean, `obtain` picks \(v\), `hconv` is the convergence of slopes at fixed \(v\), and the last line is the convexity inequality.

```lean
/-- Let convex pressures converge pointwise on an open interval. For each number `c` below the left
derivative of the limit at a point, the order parameter there is above `c` for all sufficiently
large systems; how large may depend on `c`. -/
theorem eventually_gt_of_left_deriv (hS : IsOpen S) (hx : x ∈ S)
    (hF : ∀ N, ConvexOn ℝ S (F N))
    (hlim : ∀ y ∈ S, Tendsto (fun N => F N y) atTop (𝓝 (f y)))
    (hm : ∀ N, HasDerivAt (F N) (m N) x) {r c : ℝ}
    (hr : HasDerivWithinAt f r (Iio x) x) (hc : c < r) :
    ∀ᶠ N in atTop, c < m N := by
  have hs : Tendsto (slope f x) (𝓝[<] x) (𝓝 r) :=
    (hasDerivWithinAt_iff_tendsto_slope' (by simp)).1 hr
  have hin : ∀ᶠ u in 𝓝[<] x, u ∈ S := mem_nhdsWithin_of_mem_nhds (hS.mem_nhds hx)
  have hlt : ∀ᶠ u in 𝓝[<] x, u < x := self_mem_nhdsWithin
  -- choose a backward secant of the limit whose slope is already above c
  obtain ⟨u, ⟨hu, huS⟩, hux⟩ := (((hs.eventually_const_lt hc).and hin).and hlt).exists
  have hconv : Tendsto (fun N => slope (F N) x u) atTop (𝓝 (slope f x u)) := by
    simp only [slope_def_field]
    exact ((hlim u huS).sub (hlim x hx)).div_const _
  filter_upwards [hconv.eventually_const_lt hu] with N hN
  rw [slope_comm] at hN
  exact hN.trans_le ((hF N).slope_le_of_hasDerivAt huS hx hux (hm N))
```

This is the mirror image. For \(c\) below the left derivative, choose \(u<x\) in \(S\) whose secant slope for \(f\) exceeds \(c\); then

\[
m_N\ge\frac{F_N(x)-F_N(u)}{x-u}\longrightarrow\frac{f(x)-f(u)}{x-u}>c .
\]

The same inequalities appear in numerical work: if a code computes the pressure at \(x-\delta\), \(x\) and \(x+\delta\), the backward and forward difference quotients bracket the order parameter at \(x\), up to numerical and statistical error.

## Convergence where the two bounds meet

```lean
/-- **Griffiths' lemma.** If convex pressures converge pointwise on an open interval, their
derivatives at a point converge to the derivative of the limit whenever the latter exists. -/
theorem griffiths_lemma (hS : IsOpen S) (hx : x ∈ S)
    (hF : ∀ N, ConvexOn ℝ S (F N))
    (hlim : ∀ y ∈ S, Tendsto (fun N => F N y) atTop (𝓝 (f y)))
    (hm : ∀ N, HasDerivAt (F N) (m N) x) {M : ℝ} (hf : HasDerivAt f M x) :
    Tendsto m atTop (𝓝 M) :=
  tendsto_order.2
    ⟨fun _ hc => eventually_gt_of_left_deriv hS hx hF hlim hm hf.hasDerivWithinAt hc,
     fun _ hc => eventually_lt_of_right_deriv hS hx hF hlim hm hf.hasDerivWithinAt hc⟩
```

If \(f'(x)=M\), both one-sided derivatives equal \(M\). For any \(a<M<b\), the two bounds give \(a<m_N<b\) for large \(N\), which is \(m_N\to M\). `tendsto_order.2` expresses convergence in just this form.

For a quantum lattice model with a finite-dimensional Hilbert space at each size, let \(Z_N=\operatorname{Tr}e^{-\beta H_N+xA_N}\) with \(\beta\) fixed and \(H_N\), \(A_N\) self-adjoint. Then \(m_N\) is the thermal expectation of the observable \(A_N\) per site. Once the pressures are known to converge, the lemma applies at every field where their limit is differentiable.

```lean
/-- If convex pressures are differentiable on an open interval and converge pointwise there, their
derivatives converge to the derivative of the limit at every field in the interval where the limit
is differentiable. -/
theorem griffiths_lemma_deriv (hS : IsOpen S)
    (hF : ∀ N, ConvexOn ℝ S (F N)) (hd : ∀ N, ∀ y ∈ S, DifferentiableAt ℝ (F N) y)
    (hlim : ∀ y ∈ S, Tendsto (fun N => F N y) atTop (𝓝 (f y))) :
    ∀ y ∈ S, DifferentiableAt ℝ f y →
      Tendsto (fun N => deriv (F N) y) atTop (𝓝 (deriv f y)) :=
  fun y hy hf => griffiths_lemma hS hy hF hlim (fun N => (hd N y hy).hasDerivAt) hf.hasDerivAt
```

Here every \(F_N\) is differentiable throughout \(S\), and `deriv` denotes the derivative as a function. The conclusion holds at each \(y\in S\) where \(f\) is differentiable.

## A rigid block with a kink at zero field

```lean
/-- Pressure of a block of `N + 1` rigidly aligned spins (all up or all down) in a field `h`,
with an additional boundary field `s` acting on the block as a whole. -/
def blockPressure (s : ℝ) (N : ℕ) (h : ℝ) : ℝ :=
  Real.log (2 * Real.cosh (((N : ℝ) + 1) * h + s)) / ((N : ℝ) + 1)
```

The block has \(N+1\) spins, all up or all down, in a field \(h\), with a boundary field \(s\) acting on the block as a whole. Its two states give

\[
Z=e^{(N+1)h+s}+e^{-(N+1)h-s}=2\cosh((N+1)h+s).
\]

The rigid alignment is postulated; it stands for perfect ferromagnetic order and does not emerge from an interaction.

```lean
/-- The field derivative of the block pressure is `tanh ((N + 1) h + s)`. -/
theorem blockPressure_hasDerivAt (s : ℝ) (N : ℕ) (h : ℝ) :
    HasDerivAt (blockPressure s N) (Real.tanh (((N : ℝ) + 1) * h + s)) h := by
  have hn : (N : ℝ) + 1 ≠ 0 := by positivity
  have hc := Real.cosh_pos (((N : ℝ) + 1) * h + s)
  have hE : HasDerivAt (fun k : ℝ => ((N : ℝ) + 1) * k + s) ((N : ℝ) + 1) h :=
    (((hasDerivAt_id' h).const_mul ((N : ℝ) + 1)).add_const s).congr_deriv (by ring)
  have hL := ((hE.cosh.const_mul 2).log (mul_pos two_pos hc).ne').div_const ((N : ℝ) + 1)
  refine hL.congr_deriv ?_
  rw [Real.tanh_eq_sinh_div_cosh]
  have hc' := hc.ne'
  field_simp
```

By the chain rule, the factor \(N+1\) cancels the denominator, leaving the magnetisation per spin \(\tanh((N+1)h+s)\).

```lean
/-- The block pressure is a convex function of the field. -/
theorem blockPressure_convex (s : ℝ) (N : ℕ) : ConvexOn ℝ univ (blockPressure s N) := by
  refine Monotone.convexOn_univ_of_deriv
    (fun h => (blockPressure_hasDerivAt s N h).differentiableAt) ?_
  intro h k hk
  rw [(blockPressure_hasDerivAt s N h).deriv, (blockPressure_hasDerivAt s N k).deriv,
    Real.tanh_eq_sinh_div_cosh, Real.tanh_eq_sinh_div_cosh,
    div_le_div_iff₀ (Real.cosh_pos _) (Real.cosh_pos _)]
  have hE : 0 ≤ (((N : ℝ) + 1) * k + s) - (((N : ℝ) + 1) * h + s) := by
    have := mul_nonneg (by positivity : (0 : ℝ) ≤ (N : ℝ) + 1) (sub_nonneg.2 hk)
    linarith
  have h0 := Real.sinh_nonneg_iff.2 hE
  rw [Real.sinh_sub] at h0
  linarith
```

A function with increasing derivative is convex. For \(a\le b\), \(\tanh a\le\tanh b\) follows from \(\sinh b\cosh a-\cosh b\sinh a=\sinh(b-a)\ge0\).

```lean
/-- In the thermodynamic limit the block pressure tends to `|h|`, for every boundary field. -/
theorem blockPressure_tendsto (s h : ℝ) :
    Tendsto (fun N => blockPressure s N h) atTop (𝓝 |h|) := by
  -- the two-state sum lies between its largest term and twice that term
  have key : ∀ t : ℝ, |t| ≤ Real.log (2 * Real.cosh t) ∧
      Real.log (2 * Real.cosh t) ≤ |t| + Real.log 2 := by
    intro t
    have hpos : 0 < 2 * Real.cosh t := mul_pos two_pos (Real.cosh_pos t)
    have h2 : 2 * Real.cosh t = Real.exp |t| + Real.exp (-|t|) := by
      rw [← Real.cosh_abs t, Real.cosh_eq]; ring
    have h3 : Real.exp (-|t|) ≤ Real.exp |t| :=
      Real.exp_le_exp.2 (by linarith [abs_nonneg t])
    constructor
    · rw [Real.le_log_iff_exp_le hpos]
      linarith [Real.exp_pos (-|t|)]
    · rw [Real.log_le_iff_le_exp hpos, Real.exp_add, Real.exp_log two_pos]
      linarith
  have h0 := tendsto_one_div_add_atTop_nhds_zero_nat (𝕜 := ℝ)
  have hlo : Tendsto (fun N : ℕ => |h| - |s| * (1 / ((N : ℝ) + 1))) atTop (𝓝 |h|) := by
    simpa using (h0.const_mul |s|).const_sub |h|
  have hhi : Tendsto (fun N : ℕ => |h| + (|s| + Real.log 2) * (1 / ((N : ℝ) + 1)))
      atTop (𝓝 |h|) := by
    simpa using (h0.const_mul (|s| + Real.log 2)).const_add |h|
  refine tendsto_of_tendsto_of_tendsto_of_le_of_le hlo hhi (fun N => ?_) (fun N => ?_)
  all_goals
    have hn : (0 : ℝ) < (N : ℝ) + 1 := by positivity
    have hi : 1 / ((N : ℝ) + 1) * ((N : ℝ) + 1) = 1 := one_div_mul_cancel hn.ne'
    have ha : |((N : ℝ) + 1) * h| = ((N : ℝ) + 1) * |h| := by rw [abs_mul, abs_of_pos hn]
    obtain ⟨k1, k2⟩ := key (((N : ℝ) + 1) * h + s)
    dsimp only [blockPressure]
  · have h1 := abs_add_le (((N : ℝ) + 1) * h + s) (-s)
    rw [abs_neg, add_neg_cancel_right, ha] at h1
    rw [le_div_iff₀ hn, sub_mul, mul_assoc, hi]
    linarith
  · have h1 := abs_add_le (((N : ℝ) + 1) * h) s
    rw [ha] at h1
    rw [div_le_iff₀ hn, add_mul (|h|), mul_assoc (|s| + Real.log 2), hi]
    linarith
```

Since \(2\cosh t=e^{|t|}+e^{-|t|}\) lies between \(e^{|t|}\) and \(2e^{|t|}\), we have \(|t|\le\log(2\cosh t)\le|t|+\log2\); this is `key`. Setting \(t=(N+1)h+s\) and using the triangle inequality, the pressure \(p_N\) satisfies

\[
|h|-\frac{|s|}{N+1}\le p_N(h)\le|h|+\frac{|s|+\log2}{N+1},
\]

and both sides tend to \(|h|\).

```lean
/-- Away from zero field the block magnetisation tends to `1` for positive and to `-1` for
negative field, whatever the boundary field. -/
theorem block_magnetisation_tendsto (s h : ℝ) :
    (0 < h → Tendsto (fun N : ℕ => Real.tanh (((N : ℝ) + 1) * h + s)) atTop (𝓝 1)) ∧
    (h < 0 → Tendsto (fun N : ℕ => Real.tanh (((N : ℝ) + 1) * h + s)) atTop (𝓝 (-1))) :=
  ⟨fun hh => griffiths_lemma (f := fun y => |y|) isOpen_univ (mem_univ h)
      (blockPressure_convex s) (fun y _ => blockPressure_tendsto s y)
      (fun N => blockPressure_hasDerivAt s N h) (hasDerivAt_abs_pos hh),
   fun hh => griffiths_lemma (f := fun y => |y|) isOpen_univ (mem_univ h)
      (blockPressure_convex s) (fun y _ => blockPressure_tendsto s y)
      (fun N => blockPressure_hasDerivAt s N h) (hasDerivAt_abs_neg hh)⟩
```

Griffiths' lemma, with \(S=\mathbb R\) (`univ`) and \(f(y)=|y|\), gives the limiting magnetisation \(1\) for \(h>0\) and \(-1\) for \(h<0\), whatever the value of \(s\).

```lean
/-- At zero field the block magnetisation equals `tanh s` for every system size. -/
theorem block_magnetisation_at_transition (s : ℝ) (N : ℕ) :
    HasDerivAt (blockPressure s N) (Real.tanh s) 0 :=
  (blockPressure_hasDerivAt s N 0).congr_deriv (by rw [mul_zero, zero_add])

end

end GriffithsLemma
```

At \(h=0\) the limiting pressure has a kink and the lemma is silent. The magnetisation is \(\tanh s\) at every size: it lies strictly between the one-sided derivatives \(-1\) and \(1\), and it depends on a boundary field that the limiting pressure has forgotten.

```lean
#print axioms GriffithsLemma.griffiths_lemma_deriv
#print axioms GriffithsLemma.block_magnetisation_tendsto
#print axioms GriffithsLemma.block_magnetisation_at_transition
```

```
'GriffithsLemma.griffiths_lemma_deriv' depends on axioms: [propext, Classical.choice, Quot.sound]
'GriffithsLemma.block_magnetisation_tendsto' depends on axioms: [propext, Classical.choice, Quot.sound]
'GriffithsLemma.block_magnetisation_at_transition' depends on axioms: [propext, Classical.choice, Quot.sound]
```
